# Abelian gauge covariance of $D_\mu = d_\mu + ieA_\mu$ for commuting derivations on a commutative algebra

## One coordinate and a linear phase

Take a complex function $\psi(x)$ of one real coordinate, a real charge $e$ and a real constant $k$, in units with $\hbar = c = 1$. Multiply $\psi$ by the phase $U(x) = \exp(-iekx)$. The product rule gives

$$\frac{d}{dx}(U\psi) = U\,\frac{d\psi}{dx} - iek\,U\psi ,$$

so the ordinary derivative of $U\psi$ is not $U$ times the derivative of $\psi$ unless $ek\,\psi$ vanishes. The operator $D' = d/dx + iek$ removes the extra term, $D'(U\psi) = U\,d\psi/dx$. The right side is again $U$ times a function, so the step can be repeated: $D'D'(U\psi) = U\,d^2\psi/dx^2$. In the language of electrodynamics the potential has moved from $A = 0$ to $A' = k = d\chi/dx$ with $\chi = kx$. The step used the product rule and the equation $dU/dx = -ie\,(d\chi/dx)\,U$, and nothing else about the exponential.

## Minimal coupling and its sign convention

With several coordinates $x^\mu$, partial derivatives $d_\mu$ and a potential with components $A_\mu$, define the covariant derivative and the field strength

$$D_\mu = d_\mu + ieA_\mu, \qquad F_{\mu\nu} = d_\mu A_\nu - d_\nu A_\mu .$$

A gauge function $\chi$ changes the potential to $A'_\mu = A_\mu + d_\mu\chi$ and the matter field to $U\psi$, where $U$ satisfies

$$d_\mu U = -ie\,(d_\mu\chi)\,U \quad \text{for every } \mu .$$

A field $U$ with this property is called a gauge factor for $\chi$. The condition is the differential equation obeyed by the local phase $\exp(-ie\chi)$ and by any constant multiple of it. A prime on $D$ or $F$ means that it is built from $A'$. The constant $e$ is the charge that couples $\psi$ to the potential: if $x^0$ is time and $A_0$ is the scalar potential $\Phi$, then $iD_0 = i\,d_0 - e\Phi$, the form that appears in the Schrödinger, Klein–Gordon and Dirac equations for a particle of charge $e$. In this convention the spatial components $A_j$ are minus the components of the vector potential $\mathbf{A}$, so that $-iD_j$ is the $j$-th component of $-i\nabla - e\mathbf{A}$.

For one particle of mass $m$ in a prescribed classical field, the kinetic operator $-\frac{1}{2m}\sum_j D_jD_j$ over spatial indices $j$ is a sum of products of two covariant derivatives, so covariance of such products is the algebraic step that carries a solution $\psi$ in one gauge to $U\psi$ in the other.

## Fields as a commutative algebra, derivatives as derivations

The statements concern a commutative ring $R$ that is also a complex algebra. Its elements are the fields: $\psi$, $\chi$, $U$ and each $A_\mu$ all lie in $R$. The intended picture is smooth complex functions on spacetime under pointwise multiplication. The directions form an arbitrary type `ι`, and each $d_\mu$ is a `Derivation ℂ R R`, a complex-linear map obeying the Leibniz rule $d_\mu(fg) = f\,d_\mu g + g\,d_\mu f$ for $f, g \in R$. The symmetry of second partial derivatives is a separate hypothesis, `Commuting d`, which says $d_\mu d_\nu = d_\nu d_\mu$ and holds for coordinate derivatives of smooth functions.

The operator `covD e d A μ` is $D_\mu$ as an element of `Module.End ℂ R`, the ring of linear operators on fields, in which the product is composition and `LinearMap.mulLeft ℂ (A μ)` is multiplication by $A_\mu$. The operator `covProd e d A l` is $D_{\mu_1}\cdots D_{\mu_n}$ for the list $l = [\mu_1,\dots,\mu_n]$. The last index acts first, indices may repeat, and the empty list gives the identity. The definitions `fieldStrength`, `gaugeShift` and `IsGaugeFactor` are $F_{\mu\nu}$, $A'$ and the condition on $U$ as written above, with `I * e` standing for $ie$.

The theorem `gauge_invariance` says that for commuting derivations, any real $e$, any potential $A$ and any gauge factor $U$ for $\chi$,

$$F' = F, \qquad D_\mu D_\nu - D_\nu D_\mu = ieF_{\mu\nu}, \qquad D'_{\mu_1}\cdots D'_{\mu_n}(U\psi) = U\,D_{\mu_1}\cdots D_{\mu_n}\psi ,$$

where the middle right-hand side is a multiplication operator and the last equation holds for every list and every $\psi$. Two further theorems do not assume commuting derivations. In `covariant_iff_gaugeShift`, for $e \neq 0$ and an invertible gauge factor $U$ for $\chi$, an arbitrary potential $A'$ satisfies $D'_\mu(U\psi) = UD_\mu\psi$ for all $\mu$ and $\psi$ exactly when $A' = A + d\chi$. In `bilinear_gauge_invariant`, if $U$ is a gauge factor and $V \in R$ satisfies $VU = 1$, then $(V\varphi)\,D'_{\mu_1}\cdots D'_{\mu_n}(U\psi) = \varphi\,D_{\mu_1}\cdots D_{\mu_n}\psi$ for all fields $\varphi, \psi$.

The algebra carries no complex conjugation. Reality of $A$ and $\chi$ and unit modulus of $U$ are therefore not expressed, and $V$ is any inverse of $U$, which in the physical case is the conjugate phase that transforms $\bar\psi$. The gauge factor is assumed and not constructed from $\chi$; in `gauge_invariance` it need not be invertible, and $U = 0$ satisfies the hypothesis with an empty third conclusion. There is no metric, no integral and no action. The field $\psi$ is one component. For a spinor the identities hold for each component, and they carry over to an equation that couples the components through constant matrices, because such matrices commute with multiplication by $U$. All fields commute, so the theory is abelian and its fields are functions such as a one-particle wave function, not field operators: gauge invariance in the sense of Ward identities belongs to the quantised theory and is a different statement from the identities proved here.

## Second derivatives cancel in $F'$ and in the commutator

Linearity of $d_\mu$ gives

$$F'_{\mu\nu} = d_\mu A_\nu + d_\mu d_\nu\chi - d_\nu A_\mu - d_\nu d_\mu\chi = F_{\mu\nu} + (d_\mu d_\nu\chi - d_\nu d_\mu\chi),$$

and the bracket vanishes for commuting derivations. For the commutator, apply $D_\mu$ to $D_\nu\psi = d_\nu\psi + ieA_\nu\psi$ and use the Leibniz rule on $A_\nu\psi$:

$$D_\mu D_\nu\psi = d_\mu d_\nu\psi + ie\,(d_\mu A_\nu)\psi + ieA_\nu\,d_\mu\psi + ieA_\mu\,d_\nu\psi + (ie)^2A_\mu A_\nu\psi .$$

Exchange $\mu$ and $\nu$ and subtract. The third and fourth terms trade places and cancel, the last term cancels because $A_\mu A_\nu = A_\nu A_\mu$, and what remains is

$$[D_\mu, D_\nu]\psi = (d_\mu d_\nu\psi - d_\nu d_\mu\psi) + ie\,(d_\mu A_\nu - d_\nu A_\mu)\psi = ieF_{\mu\nu}\psi .$$

With a single direction both sides are zero, so two directions are the least that can show a field strength.

## The factor $U$ passes through each covariant derivative

For one derivative, the Leibniz rule and the condition on $U$ give

$$D'_\mu(U\psi) = U\,d_\mu\psi + \psi\,d_\mu U + ie\,(A_\mu + d_\mu\chi)\,U\psi = U\,d_\mu\psi - ie\,(d_\mu\chi)U\psi + ieA_\mu U\psi + ie\,(d_\mu\chi)U\psi = U D_\mu\psi .$$

Only one derivation appears, so commutativity of the $d_\mu$ is not used. For a product, use induction on the length $n$. At $n = 0$ both sides are $U\psi$. If the claim holds for $\mu_1,\dots,\mu_n$, put $\psi_n = D_{\mu_1}\cdots D_{\mu_n}\psi$ and add an index $\mu$ on the left:

$$D'_\mu D'_{\mu_1}\cdots D'_{\mu_n}(U\psi) = D'_\mu(U\psi_n) = U D_\mu\psi_n .$$

The bilinear identity follows by multiplying with $V\varphi$, since $(V\varphi)\,U\psi_n = (VU)\,\varphi\psi_n = \varphi\psi_n$.

For the converse, let $A'$ be any potential with $D'_\mu(U\psi) = UD_\mu\psi$ for all $\psi$, and write $G_\mu = A_\mu + d_\mu\chi$. The covariant derivative built from $G$ has the same property by the computation above. Setting $\psi = 1$ and equating the two left sides gives $d_\mu U + ieA'_\mu U = d_\mu U + ieG_\mu U$. Cancel $d_\mu U$, divide by $ie$ and multiply by $U^{-1}$ to obtain $A'_\mu = G_\mu$. Both extra hypotheses are used: at $e = 0$ the operator $D'_\mu$ does not depend on $A'$, and at $U = 0$ covariance holds for every $A'$.

## Fields that depend on $s = x^0 + x^1$

A concrete case satisfies all the hypotheses with a nonzero field strength. Let $R$ be the formal power series in one variable $s$ with complex coefficients, read as functions of $s = x^0 + x^1$, so that $d_0 = d_1 = d/ds$. For a complex number $c$ the series $\exp(cs) = \sum_n c^n s^n/n!$ has a derivative whose coefficient of $s^n$ is $(n+1)\,c^{n+1}/(n+1)! = c\cdot c^n/n!$, so $d\exp(cs)/ds = c\exp(cs)$. With $\chi = s$ one has $d_\mu\chi = 1$, and $U = \exp(-ies)$ obeys $d_\mu U = -ieU$. Its constant coefficient is $1$, which makes it invertible as a power series. The potential $(A_0, A_1) = (0, s)$ has $F_{01} = d_0 s - d_1 0 = 1$. The theorem `gauge_witness` states these four facts, together with the commutation of $d_0$ and $d_1$, for every real $e$. Convergence plays no role, and this is the only concrete algebra treated; the algebra of smooth functions is not constructed.

## The Lean source

```lean
import Mathlib

open Complex

namespace AbelianGaugeInvariance

noncomputable section

variable {R : Type*} [CommRing R] [Algebra ℂ R] {ι : Type*}

/-- The partial derivatives commute: `d_μ d_ν = d_ν d_μ`. -/
def Commuting (d : ι → Derivation ℂ R R) : Prop :=
  ∀ μ ν (x : R), d μ (d ν x) = d ν (d μ x)

/-- The covariant derivative `D_μ = d_μ + i e A_μ` as a linear operator on fields. -/
def covD (e : ℝ) (d : ι → Derivation ℂ R R) (A : ι → R) (μ : ι) : Module.End ℂ R :=
  (d μ).toLinearMap + (I * e) • LinearMap.mulLeft ℂ (A μ)

/-- The ordered product `D_{μ₁} ⋯ D_{μₙ}` along the list of indices `[μ₁, …, μₙ]`. -/
def covProd (e : ℝ) (d : ι → Derivation ℂ R R) (A : ι → R) (l : List ι) : Module.End ℂ R :=
  (l.map (covD e d A)).prod

/-- The field strength `F_{μν} = d_μ A_ν - d_ν A_μ`. -/
def fieldStrength (d : ι → Derivation ℂ R R) (A : ι → R) (μ ν : ι) : R :=
  d μ (A ν) - d ν (A μ)

/-- The gauge-transformed potential `A'_μ = A_μ + d_μ χ`. -/
def gaugeShift (d : ι → Derivation ℂ R R) (A : ι → R) (χ : R) : ι → R :=
  fun μ => A μ + d μ χ

/-- `U` is a gauge factor for `χ`: `d_μ U = -i e (d_μ χ) U` in every direction. -/
def IsGaugeFactor (e : ℝ) (d : ι → Derivation ℂ R R) (χ U : R) : Prop :=
  ∀ μ, d μ U = -((I * e) • (d μ χ * U))

/-- Action on a field: `D_μ ψ = d_μ ψ + i e A_μ ψ`. -/
theorem covD_apply (e : ℝ) (d : ι → Derivation ℂ R R) (A : ι → R) (μ : ι) (ψ : R) :
    covD e d A μ ψ = d μ ψ + (I * e) • (A μ * ψ) :=
  rfl

/-- For commuting derivatives the field strength of `A + dχ` equals that of `A`. -/
theorem fieldStrength_gaugeShift {d : ι → Derivation ℂ R R} (hd : Commuting d)
    (A : ι → R) (χ : R) : fieldStrength d (gaugeShift d A χ) = fieldStrength d A := by
  funext μ ν
  have h : d μ (d ν χ) = d ν (d μ χ) := hd μ ν χ
  simp only [fieldStrength, gaugeShift, map_add]
  -- the second derivatives of χ cancel
  linear_combination h

/-- For commuting derivatives `[D_μ, D_ν]` is multiplication by `i e F_{μν}`. -/
theorem covD_commutator (e : ℝ) {d : ι → Derivation ℂ R R} (hd : Commuting d)
    (A : ι → R) (μ ν : ι) :
    covD e d A μ * covD e d A ν - covD e d A ν * covD e d A μ
      = LinearMap.mulLeft ℂ ((I * e) • fieldStrength d A μ ν) := by
  refine LinearMap.ext fun ψ => ?_
  have h : d μ (d ν ψ) = d ν (d μ ψ) := hd μ ν ψ
  -- Leibniz rule; only the terms with a derivative acting on A survive
  simp only [LinearMap.sub_apply, Module.End.mul_apply, LinearMap.mulLeft_apply, covD_apply,
    map_add, Derivation.map_smul, Derivation.leibniz, fieldStrength, smul_eq_mul]
  simp only [Algebra.smul_def]
  linear_combination h

/-- Covariance of one derivative, for a gauge factor `U` for `χ`: `D'_μ (U ψ) = U D_μ ψ` for `A' = A
+ dχ`. -/
theorem covD_gauge {e : ℝ} {d : ι → Derivation ℂ R R} {χ U : R}
    (hU : IsGaugeFactor e d χ U) (A : ι → R) (μ : ι) (ψ : R) :
    covD e d (gaugeShift d A χ) μ (U * ψ) = U * covD e d A μ ψ := by
  have h : d μ U = -((I * e) • (d μ χ * U)) := hU μ
  simp only [covD_apply, gaugeShift, Derivation.leibniz, smul_eq_mul]
  -- the derivative of U cancels the shift i e (d χ) U
  rw [h]
  simp only [Algebra.smul_def]
  ring

/-- Covariance of any product, for a gauge factor `U` for `χ` and `A' = A + dχ`: `D'_{μ₁} ⋯ D'_{μₙ}
(U ψ) = U D_{μ₁} ⋯ D_{μₙ} ψ`. -/
theorem covProd_gauge {e : ℝ} {d : ι → Derivation ℂ R R} {χ U : R}
    (hU : IsGaugeFactor e d χ U) (A : ι → R) (l : List ι) (ψ : R) :
    covProd e d (gaugeShift d A χ) l (U * ψ) = U * covProd e d A l ψ := by
  induction l with
  | nil => simp [covProd]
  | cons μ l ih =>
    have h : ∀ (B : ι → R) (φ : R),
        covProd e d B (μ :: l) φ = covD e d B μ (covProd e d B l φ) := by
      intro B φ
      simp only [covProd, List.map_cons, List.prod_cons, Module.End.mul_apply]
    -- U is pulled through the inner factors, then through the outermost one
    rw [h, h, ih, covD_gauge hU]

/-- Abelian gauge invariance: for commuting derivatives, a gauge factor `U` for `χ` and
`A' = A + dχ`, one has `F' = F`, `[D_μ, D_ν] = i e F_{μν}`, and every product of `D'` applied
to `U ψ` is `U` times the same product of `D` applied to `ψ`. -/
theorem gauge_invariance {e : ℝ} {d : ι → Derivation ℂ R R} (hd : Commuting d) {χ U : R}
    (hU : IsGaugeFactor e d χ U) (A : ι → R) :
    fieldStrength d (gaugeShift d A χ) = fieldStrength d A ∧
    (∀ μ ν, covD e d A μ * covD e d A ν - covD e d A ν * covD e d A μ
      = LinearMap.mulLeft ℂ ((I * e) • fieldStrength d A μ ν)) ∧
    ∀ (l : List ι) (ψ : R),
      covProd e d (gaugeShift d A χ) l (U * ψ) = U * covProd e d A l ψ :=
  ⟨fieldStrength_gaugeShift hd A χ, covD_commutator e hd A, covProd_gauge hU A⟩

/-- For nonzero charge and an invertible gauge factor `U`, a potential `A'` satisfies
`D'_μ (U ψ) = U D_μ ψ` for all `μ` and `ψ` exactly when `A' = A + dχ`. -/
theorem covariant_iff_gaugeShift {e : ℝ} (he : e ≠ 0) {d : ι → Derivation ℂ R R} {χ U : R}
    (hU : IsGaugeFactor e d χ U) (hunit : IsUnit U) (A A' : ι → R) :
    (∀ μ ψ, covD e d A' μ (U * ψ) = U * covD e d A μ ψ) ↔ A' = gaugeShift d A χ := by
  constructor
  · intro h
    funext μ
    have hc : (I * e : ℂ) ≠ 0 := mul_ne_zero I_ne_zero (ofReal_ne_zero.2 he)
    -- test covariance on the constant field ψ = 1
    have h1 := (h μ 1).trans (covD_gauge hU A μ 1).symm
    rw [covD_apply, covD_apply, mul_one] at h1
    have h2 := congrArg (fun x => (I * e : ℂ)⁻¹ • x) (add_left_cancel h1)
    simp only [inv_smul_smul₀ hc] at h2
    obtain ⟨V, hV⟩ := hunit.exists_right_inv
    linear_combination V * h2 - (A' μ - gaugeShift d A χ μ) * hV
  · rintro rfl
    exact covD_gauge hU A

/-- If `U` is a gauge factor for `χ` and `V U = 1`, the bilinear `φ D_{μ₁} ⋯ D_{μₙ} ψ` is unchanged
under `φ → V φ`, `ψ → U ψ`, `A → A + dχ`. -/
theorem bilinear_gauge_invariant {e : ℝ} {d : ι → Derivation ℂ R R} {χ U V : R}
    (hU : IsGaugeFactor e d χ U) (hV : V * U = 1) (A : ι → R) (l : List ι) (φ ψ : R) :
    (V * φ) * covProd e d (gaugeShift d A χ) l (U * ψ) = φ * covProd e d A l ψ := by
  rw [covProd_gauge hU]
  linear_combination (φ * covProd e d A l ψ) * hV

/-- The power series `exp (c s) = ∑ cⁿ sⁿ / n!`. -/
def expSeries (c : ℂ) : PowerSeries ℂ :=
  PowerSeries.mk fun n => c ^ n / (n.factorial : ℂ)

/-- Derivatives on fields that are power series in `s = x⁰ + x¹`: `d_0 = d_1 = d/ds`. -/
def planeD : Fin 2 → Derivation ℂ (PowerSeries ℂ) (PowerSeries ℂ) :=
  fun _ => PowerSeries.derivative ℂ

/-- `d/ds exp (c s) = c exp (c s)`. -/
theorem derivative_expSeries (c : ℂ) :
    PowerSeries.derivative ℂ (expSeries c) = c • expSeries c := by
  refine PowerSeries.ext fun n => ?_
  have h1 : (n.factorial : ℂ) ≠ 0 := Nat.cast_ne_zero.2 (Nat.factorial_ne_zero n)
  have h2 : (n : ℂ) + 1 ≠ 0 := Nat.cast_add_one_ne_zero n
  rw [PowerSeries.coeff_derivative, map_smul, expSeries, PowerSeries.coeff_mk,
    PowerSeries.coeff_mk, smul_eq_mul, pow_succ, Nat.factorial_succ]
  push_cast
  field_simp

/-- On power series in `s` the derivatives commute, `U = exp (-i e s)` is an invertible gauge
factor for `χ = s`, `d_μ χ = 1`, and the potential `A = (0, s)` has `F_{01} = 1`. -/
theorem gauge_witness (e : ℝ) :
    Commuting planeD ∧
    IsGaugeFactor e planeD PowerSeries.X (expSeries (-(I * e))) ∧
    IsUnit (expSeries (-(I * e))) ∧
    (∀ μ, planeD μ PowerSeries.X = 1) ∧
    fieldStrength planeD ![0, PowerSeries.X] 0 1 = 1 := by
  refine ⟨fun _ _ _ => rfl, fun μ => ?_, ?_, fun μ => ?_, ?_⟩
  · simp only [planeD]
    rw [derivative_expSeries, PowerSeries.derivative_X, one_mul, neg_smul]
  · rw [PowerSeries.isUnit_iff_constantCoeff,
      ← PowerSeries.coeff_zero_eq_constantCoeff_apply, expSeries, PowerSeries.coeff_mk]
    simp
  · simp only [planeD]
    exact PowerSeries.derivative_X
  · simp [fieldStrength, planeD]

end

end AbelianGaugeInvariance
```

```lean
#print axioms AbelianGaugeInvariance.gauge_invariance
-- 'AbelianGaugeInvariance.gauge_invariance' depends on axioms: [propext, Classical.choice, Quot.sound]
#print axioms AbelianGaugeInvariance.covariant_iff_gaugeShift
-- 'AbelianGaugeInvariance.covariant_iff_gaugeShift' depends on axioms: [propext, Classical.choice, Quot.sound]
#print axioms AbelianGaugeInvariance.bilinear_gauge_invariant
-- 'AbelianGaugeInvariance.bilinear_gauge_invariant' depends on axioms: [propext, Classical.choice, Quot.sound]
```

## How the two cancellations are checked

In `fieldStrength_gaugeShift`, `funext μ ν` reduces equality of the two field strengths to one component, and `map_add` distributes the derivatives over $A + d\chi$ as in the first display of the derivation. The difference of the two sides is then $d_\mu d_\nu\chi - d_\nu d_\mu\chi$, and `linear_combination h` closes the goal by checking, through commutative ring arithmetic, that this difference equals the difference of the two sides of `h`, the commutation hypothesis applied to $\chi$.

In `covD_commutator`, `LinearMap.ext` turns the operator identity into its action on an arbitrary $\psi$. The first `simp only` call carries out the five-term expansion in both orders, with `Derivation.leibniz` acting on $A_\nu\psi$ and `Derivation.map_smul` moving the constant $ie$ through the derivative. Rewriting by `Algebra.smul_def` makes $ie$ an element of $R$, so that ring arithmetic sees ordinary products. The cancellation of the cross terms and of $A_\mu A_\nu$ happens inside `linear_combination h`, where `h` now supplies $d_\mu d_\nu\psi = d_\nu d_\mu\psi$.

## Induction along the list, the converse and the example

The lemma `covD_gauge` expands $d_\mu(U\psi)$ by the Leibniz rule, substitutes the gauge-factor equation with `rw [h]`, and leaves to `ring` the cancellation of the two terms $\mp ie\,(d_\mu\chi)U\psi$. In `covProd_gauge` the case `nil` is $n = 0$. In the case `cons μ l`, the auxiliary statement `h` splits off the leftmost operator for an arbitrary potential, so it applies to both sides. The chain `rw [h, h, ih, covD_gauge hU]` is the displayed induction step, with the induction hypothesis moving $U$ through the inner factors and the one-derivative lemma moving it through $D'_\mu$. The main theorem is the triple of these results.

In `covariant_iff_gaugeShift`, `h1` is the comparison at $\psi = 1$, `add_left_cancel` removes $d_\mu U$, and scaling by the inverse of `I * e`, nonzero by `hc`, leaves `h2`, which reads $A'_\mu U = G_\mu U$. With $UV = 1$ from invertibility, the final `linear_combination` verifies $A'_\mu - G_\mu = V(A'_\mu U - G_\mu U) - (A'_\mu - G_\mu)(UV - 1)$. The reverse implication is `covD_gauge`. In `bilinear_gauge_invariant` the product lemma extracts $U$, and the hypothesis $VU = 1$, multiplied by $\varphi\psi_n$, gives the result.

The lemma `derivative_expSeries` compares coefficients of $s^n$, and `field_simp` confirms the factorial identity. In `gauge_witness` commutation holds by `rfl` because `planeD` assigns the same derivation to both indices, and `PowerSeries.isUnit_iff_constantCoeff` reduces invertibility of $U$ to that of its constant coefficient.

## Grids and finite basis sets

The two remarks that follow concern discretisations, which the theorems above do not treat. On a grid of points $x_j$ with spacing $a$, write $\psi_j = \psi(x_j)$ and likewise for $\chi$ and $U$. The forward difference $(\psi_{j+1} - \psi_j)/a$ does not obey the Leibniz rule, so adding $ieA\psi_j$ to it gives an operator that is in general covariant only up to terms of order $a$. Exact covariance is recovered with link phases $L_j = \exp\!\big(ie\int_{x_j}^{x_{j+1}}A\,dx\big)$ and the difference $(L_j\psi_{j+1} - \psi_j)/a$. Under $A \to A + d\chi/dx$ the link becomes $L'_j = L_j\exp\big(ie(\chi_{j+1} - \chi_j)\big)$, so $L'_jU_{j+1} = U_jL_j$ for $U_j = \exp(-ie\chi_j)$, and $U_j$ factors out of the difference as $U$ factored out of $D'_\mu$.

In an electronic-structure calculation with a uniform magnetic field, moving the gauge origin adds a constant vector to the vector potential, which is the linear $\chi$ of the opening example. The span of a finite set of field-independent orbitals is in general not mapped to itself by the plane-wave factor $U$, so computed magnetic properties can depend on the origin. London orbitals attach such a field-dependent phase to each basis function, referred to its own centre, and remove that dependence.
